# For a mixed qubit, no projective measurement has Fisher information above the quantum Fisher information

A mixed qubit state has a Bloch vector r with |r| < 1, and d stands for the derivative of r with respect to a parameter. Measuring the spin along a unit vector n gives two outcomes, with classical Fisher information (n·d)²/(1 − (n·r)²), and `fisher_le_qfi` states that this is at most the quantum Fisher information |d|² + (r·d)²/(1 − |r|²). In the formal statement r, d and n are simply real 3-vectors with |r| < 1 and |n| = 1, and d is arbitrary. The proof sets k = r·d/(1 − |r|²) and c = n·d/(1 − (n·r)²), and applies the inequality (r·v)² ≤ |v|² to v = d + k r − c n. This should give c²(1 − (n·r)²) ≤ |d|² + k (r·d), which is then multiplied by the positive number 1 − (n·r)².

As first written in Lean, the proof fails:

```lean
import Mathlib

open Matrix

namespace QubitFisherInformation

noncomputable section

/-- The expression `|d|² + (r·d)²/(1 - |r|²)` in the Bloch vector and its derivative. -/
def qfi (r d : Fin 3 → ℝ) : ℝ := d ⬝ᵥ d + (r ⬝ᵥ d) ^ 2 / (1 - r ⬝ᵥ r)

/-- The coefficient `r·d/(1 - |r|²)`. -/
def radialWeight (r d : Fin 3 → ℝ) : ℝ := (r ⬝ᵥ d) / (1 - r ⬝ᵥ r)

/-- The vector `d + (r·d)/(1 - |r|²) r`. -/
def sldVector (r d : Fin 3 → ℝ) : Fin 3 → ℝ := d + radialWeight r d • r

/-- For a mixed state, the component of the Bloch vector along `v` obeys `(r·v)² ≤ |v|²`,
and strictly `(r·v)² < 1` if `v` is a unit vector. -/
theorem bloch_component_bound (r v : Fin 3 → ℝ) (hr : r ⬝ᵥ r < 1) :
    (r ⬝ᵥ v) ^ 2 ≤ v ⬝ᵥ v ∧ (v ⬝ᵥ v = 1 → (v ⬝ᵥ r) ^ 2 < 1) := by
  have cs : (r ⬝ᵥ v) ^ 2 ≤ (r ⬝ᵥ r) * (v ⬝ᵥ v) := by
    simp only [dotProduct, Fin.sum_univ_three]
    nlinarith [sq_nonneg (r 0 * v 1 - r 1 * v 0), sq_nonneg (r 0 * v 2 - r 2 * v 0),
      sq_nonneg (r 1 * v 2 - r 2 * v 1)]
  have hv : 0 ≤ v ⬝ᵥ v := by
    simp only [dotProduct, Fin.sum_univ_three]
    nlinarith [sq_nonneg (v 0), sq_nonneg (v 1), sq_nonneg (v 2)]
  refine ⟨by nlinarith, fun h => ?_⟩
  rw [h, mul_one] at cs
  rw [dotProduct_comm v r]
  linarith

/-- No measurement axis gives more than `|d|² + (r·d)²/(1 - |r|²)`. -/
theorem fisher_le_qfi (r d n : Fin 3 → ℝ) (hr : r ⬝ᵥ r < 1) (hn : n ⬝ᵥ n = 1) :
    (n ⬝ᵥ d) ^ 2 / (1 - (n ⬝ᵥ r) ^ 2) ≤ qfi r d := by
  have hx : 0 < 1 - (n ⬝ᵥ r) ^ 2 := by linarith [(bloch_component_bound r n hr).2 hn]
  have hk : radialWeight r d * (1 - r ⬝ᵥ r) = r ⬝ᵥ d :=
    div_mul_cancel₀ _ (by linarith)
  have hq : qfi r d = d ⬝ᵥ d + radialWeight r d * (r ⬝ᵥ d) := by
    unfold qfi radialWeight; ring
  obtain ⟨c, hc⟩ : ∃ c, c * (1 - (n ⬝ᵥ r) ^ 2) = n ⬝ᵥ d :=
    ⟨_, div_mul_cancel₀ _ hx.ne'⟩
  -- positivity of `|v|² - (r·v)²` at `v = b - c n` is the bound
  have hv := (bloch_component_bound r (sldVector r d - c • n) hr).1
  have e1 : (sldVector r d - c • n) ⬝ᵥ (sldVector r d - c • n) =
      d ⬝ᵥ d + 2 * radialWeight r d * (r ⬝ᵥ d) + radialWeight r d ^ 2 * (r ⬝ᵥ r)
        - 2 * c * (n ⬝ᵥ d + radialWeight r d * (n ⬝ᵥ r)) + c ^ 2 * (n ⬝ᵥ n) := by
    unfold sldVector
    generalize radialWeight r d = k
    simp only [dotProduct, Fin.sum_univ_three, Pi.add_apply, Pi.sub_apply, Pi.smul_apply,
      smul_eq_mul]
    ring
  have e2 : r ⬝ᵥ (sldVector r d - c • n) = radialWeight r d - c * (n ⬝ᵥ r) := by
    simp only [sldVector, dotProduct_sub, dotProduct_add, dotProduct_smul, smul_eq_mul,
      dotProduct_comm r n]
    linear_combination -hk
  rw [e1, e2, hn] at hv
  rw [div_le_iff₀ hx, hq, ← hc]
  have h3 : c ^ 2 * (1 - (n ⬝ᵥ r) ^ 2) ≤ d ⬝ᵥ d + radialWeight r d * (r ⬝ᵥ d) := by
    rw [← hc] at hv
    linear_combination hv + radialWeight r d * hk
  calc (c * (1 - (n ⬝ᵥ r) ^ 2)) ^ 2
      = c ^ 2 * (1 - (n ⬝ᵥ r) ^ 2) * (1 - (n ⬝ᵥ r) ^ 2) := by ring
    _ ≤ _ := mul_le_mul_of_nonneg_right h3 hx.le

end

end QubitFisherInformation
```

Messages:

```
Main.lean:62:4: error: ring failed, ring expressions not equal up to an additive constant
r d n : Fin 3 → ℝ
hr : r ⬝ᵥ r < 1
hn : n ⬝ᵥ n = 1
hx : 0 < 1 - (n ⬝ᵥ r) ^ 2
hk : radialWeight r d * (1 - r ⬝ᵥ r) = r ⬝ᵥ d
hq : qfi r d = d ⬝ᵥ d + radialWeight r d * r ⬝ᵥ d
c : ℝ
hc : c * (1 - (n ⬝ᵥ r) ^ 2) = n ⬝ᵥ d
hv :
  (radialWeight r d - c * n ⬝ᵥ r) ^ 2 ≤
    d ⬝ᵥ d + 2 * radialWeight r d * r ⬝ᵥ d + radialWeight r d ^ 2 * r ⬝ᵥ r -
        2 * c * (c * (1 - (n ⬝ᵥ r) ^ 2) + radialWeight r d * n ⬝ᵥ r) +
      c ^ 2 * 1
e1 :
  (sldVector r d - c • n) ⬝ᵥ (sldVector r d - c • n) =
    d ⬝ᵥ d + 2 * radialWeight r d * r ⬝ᵥ d + radialWeight r d ^ 2 * r ⬝ᵥ r -
        2 * c * (n ⬝ᵥ d + radialWeight r d * n ⬝ᵥ r) +
      c ^ 2 * n ⬝ᵥ n
e2 : r ⬝ᵥ (sldVector r d - c • n) = radialWeight r d - c * n ⬝ᵥ r
⊢ radialWeight r d * r ⬝ᵥ d * 2 - radialWeight r d ^ 2 * 2 + radialWeight r d ^ 2 * r ⬝ᵥ r * 2 ≤ 0
```

The change, after which it compiles:

```diff
@@ -60,5 +60,5 @@
   have h3 : c ^ 2 * (1 - (n ⬝ᵥ r) ^ 2) ≤ d ⬝ᵥ d + radialWeight r d * (r ⬝ᵥ d) := by
     rw [← hc] at hv
-    linear_combination hv + radialWeight r d * hk
+    linear_combination hv - radialWeight r d * hk
   calc (c * (1 - (n ⬝ᵥ r) ^ 2)) ^ 2
       = c ^ 2 * (1 - (n ⬝ᵥ r) ^ 2) * (1 - (n ⬝ᵥ r) ^ 2) := by ring
```

The error is a wrong sign in the proof of `h3`. For an inequality, `linear_combination` subtracts the proposed combination of hypotheses from the goal, and `ring` must then reduce what is left to a comparison of constants. Here terms in k, which is `radialWeight r d`, survive.

Write the goal and `hv` each as left side minus right side. The first minus the second is k (r·d) − k² + k²|r|², which is −k times the difference of the two sides of `hk`, k(1 − |r|²) − r·d. So `hk` must enter with coefficient −k. With +k the terms add instead of cancelling, leaving twice that expression, which is exactly the left side of the inequality in the message. It is in fact zero by `hk`, but `ring` does not use hypotheses from the context.

The diff changes `+ radialWeight r d * hk` to `- radialWeight r d * hk`, so everything cancels and `h3` is proved.
